# At fixed level energy and Fermi level, Gaussian-smeared occupations are Lipschitz in the logarithm of the width, with best constant \(1/\sqrt{2\pi\exp(1)}\)

Take one level lying \(\sigma/\sqrt2\) above a fixed Fermi level, with \(\sigma\) the Gaussian smearing width for the kernel \(\exp(-t^2)/\sqrt\pi\) (\(t\) an energy in units of \(\sigma\)) and the occupation normalised to run from 1 to 0: raising \(\sigma\) by one per cent raises its occupation by about 0.0024, because the occupation depends only on the ratio of energy offset to width and at this ratio changes at the rate 0.242 per unit of \(\log\sigma\). The theorems below prove that no level at fixed offset and any positive width changes faster per unit of \(\log\sigma\), and carry the bound over to finite weighted sums.

```lean
import Mathlib

open Real MeasureTheory Set

namespace GaussianSmearingWidth

noncomputable section

/-- The Gaussian broadening kernel `δ(t) = exp(-t²)/√π`. -/
def gaussDelta (t : ℝ) : ℝ := exp (-t ^ 2) / √π

/-- The Gaussian-smeared occupation `f₀(x)`: the weight of the kernel above `x`. -/
def occupation (x : ℝ) : ℝ := ∫ t in Ioi x, gaussDelta t

/-- The smeared sum `∑ wᵢ f₀((εᵢ - μ)/σᵢ)` over states with weights `wᵢ`, energies `εᵢ`,
Fermi level `μ` and state-dependent widths `σᵢ`. -/
def smearedSum {ι : Type*} [Fintype ι] (w ε : ι → ℝ) (μ : ℝ) (σ : ι → ℝ) : ℝ :=
  ∑ i, w i * occupation ((ε i - μ) / σ i)

/-- The derivative of the occupation is minus the broadening kernel. -/
theorem occupation_hasDerivAt (x : ℝ) : HasDerivAt occupation (-gaussDelta x) x := by
  have hint : Integrable gaussDelta := by
    have h := (integrable_exp_neg_mul_sq (show (0 : ℝ) < 1 from one_pos)).div_const √π
    simp only [neg_mul, one_mul] at h
    exact h
  have hc : Continuous gaussDelta := by
    show Continuous fun t : ℝ => exp (-t ^ 2) / √π
    exact Continuous.div_const (by fun_prop) _
  -- split the tail integral at zero
  have key : ∀ y, occupation y = occupation 0 - ∫ t in (0 : ℝ)..y, gaussDelta t := by
    intro y
    have h1 := integral_add_compl (s := Ioi y) measurableSet_Ioi hint
    have h2 := integral_add_compl (s := Ioi (0 : ℝ)) measurableSet_Ioi hint
    rw [compl_Ioi] at h1 h2
    have h3 := intervalIntegral.integral_Iic_sub_Iic (a := 0) (b := y)
      hint.integrableOn hint.integrableOn
    unfold occupation
    linarith
  have h := (hc.integral_hasStrictDerivAt 0 x).hasDerivAt.const_sub (occupation 0)
  have hf : occupation = fun y => occupation 0 - ∫ t in (0 : ℝ)..y, gaussDelta t :=
    funext key
  rw [hf]
  exact h

/-- With the width written as `σ = exp u`, the occupation `f₀(e/σ)` has derivative
`x δ(x)` with respect to `u`, where `x = e/σ`. -/
theorem occupation_logWidth_hasDerivAt (e u : ℝ) :
    HasDerivAt (fun v => occupation (e / exp v))
      (e / exp u * gaussDelta (e / exp u)) u := by
  have hne := exp_ne_zero u
  have hin : HasDerivAt (fun v => e / exp v) (-(e / exp u)) u :=
    ((hasDerivAt_const u e).fun_div (Real.hasDerivAt_exp u) hne).congr_deriv
      (by field_simp; ring)
  have h := HasDerivAt.comp u (occupation_hasDerivAt (e / exp u)) hin
  exact h.congr_deriv (by ring)

/-- For every reduced energy `x`, `|x δ(x)| ≤ 1/√(2π exp 1)`. -/
theorem response_le (x : ℝ) : |x * gaussDelta x| ≤ 1 / √(2 * π * exp 1) := by
  have h1 : 2 * x ^ 2 ≤ exp (2 * x ^ 2 - 1) := by
    have := add_one_le_exp (2 * x ^ 2 - 1)
    linarith
  have h2 : exp (2 * x ^ 2 - 1) * (exp (-x ^ 2) * exp (-x ^ 2) * exp 1) = 1 :=
    calc _ = exp ((2 * x ^ 2 - 1) + (-x ^ 2 + -x ^ 2 + 1)) := by
          rw [exp_add, exp_add, exp_add]
      _ = exp 0 := by congr 1; ring
      _ = 1 := exp_zero
  have h3 : 2 * x ^ 2 * (exp (-x ^ 2) * exp (-x ^ 2) * exp 1) ≤ 1 :=
    (mul_le_mul_of_nonneg_right h1 (by positivity)).trans h2.le
  -- compare squares
  rw [one_div, ← sqrt_inv]
  apply abs_le_sqrt
  unfold gaussDelta
  rw [mul_pow, div_pow, sq_sqrt pi_pos.le]
  generalize exp (-x ^ 2) = E at h3 ⊢
  have hpi := pi_ne_zero
  have he := exp_ne_zero 1
  calc x ^ 2 * (E ^ 2 / π) = 2 * x ^ 2 * (E * E * exp 1) * (2 * π * exp 1)⁻¹ := by
        field_simp
    _ ≤ 1 * (2 * π * exp 1)⁻¹ := mul_le_mul_of_nonneg_right h3 (by positivity)
    _ = _ := one_mul _

/-- At `x² = 1/2`, `|x δ(x)|` equals `1/√(2π exp 1)`. -/
theorem response_eq {x : ℝ} (hx : x ^ 2 = 1 / 2) :
    |x * gaussDelta x| = 1 / √(2 * π * exp 1) := by
  have hE : exp (-(1 / 2 : ℝ)) * exp (-(1 / 2 : ℝ)) = (exp 1)⁻¹ := by
    rw [← exp_add, ← exp_neg]
    congr 1
    norm_num
  have hpi := pi_ne_zero
  have he := exp_ne_zero 1
  have hy : (x * gaussDelta x) ^ 2 = (2 * π * exp 1)⁻¹ := by
    unfold gaussDelta
    rw [mul_pow, div_pow, sq_sqrt pi_pos.le, hx, pow_two (exp _), hE]
    field_simp
  rw [one_div, ← sqrt_inv, ← hy, sqrt_sq_eq_abs]

/-- For any energy offset `e` and positive widths `a`, `b`, the occupations differ by at most
`|log(a/b)|/√(2π exp 1)`. -/
theorem occupation_width_stability (e : ℝ) {a b : ℝ} (ha : 0 < a) (hb : 0 < b) :
    |occupation (e / a) - occupation (e / b)| ≤ |log (a / b)| / √(2 * π * exp 1) := by
  -- mean value inequality in the logarithm of the width
  have h := Convex.norm_image_sub_le_of_norm_hasDerivWithin_le
    (f := fun v => occupation (e / exp v))
    (f' := fun u => e / exp u * gaussDelta (e / exp u)) (s := univ)
    (C := 1 / √(2 * π * exp 1))
    (fun u _ => (occupation_logWidth_hasDerivAt e u).hasDerivWithinAt)
    (fun u _ => response_le (e / exp u)) convex_univ (mem_univ (log b)) (mem_univ (log a))
  simp only [exp_log ha, exp_log hb, Real.norm_eq_abs] at h
  rw [log_div ha.ne' hb.ne']
  calc _ ≤ 1 / √(2 * π * exp 1) * |log a - log b| := h
    _ = _ := by ring

/-- Any constant `C` with `|f₀(e/a) - f₀(e/b)| ≤ C |log(a/b)|` for all offsets and all positive
widths is at least `1/√(2π exp 1)`. -/
theorem occupation_width_stability_sharp {C : ℝ}
    (h : ∀ e a b : ℝ, 0 < a → 0 < b →
      |occupation (e / a) - occupation (e / b)| ≤ C * |log (a / b)|) :
    1 / √(2 * π * exp 1) ≤ C := by
  have hC : 0 ≤ C := by simpa using h 0 (exp 1) 1 (exp_pos 1) one_pos
  obtain ⟨x, hx⟩ : ∃ x : ℝ, x ^ 2 = 1 / 2 := ⟨√(1 / 2), sq_sqrt (by norm_num)⟩
  -- a Lipschitz constant in `log σ` bounds the derivative at `σ = 1`
  have hl : ‖x / exp 0 * gaussDelta (x / exp 0)‖ ≤ C := by
    refine (occupation_logWidth_hasDerivAt x 0).le_of_lip' hC
      (Filter.Eventually.of_forall fun u => ?_)
    have h1 := h x (exp u) (exp 0) (exp_pos u) (exp_pos 0)
    rw [log_div (exp_ne_zero u) (exp_ne_zero 0), log_exp, log_exp] at h1
    simpa only [Real.norm_eq_abs] using h1
  rwa [exp_zero, div_one, Real.norm_eq_abs, response_eq hx] at hl

/-- If two sets of positive state-dependent widths agree state by state within a factor `r`,
the smeared sums differ by at most `(∑ |wᵢ|) log r / √(2π exp 1)`. -/
theorem smearedSum_width_stability {ι : Type*} [Fintype ι] (w ε : ι → ℝ) (μ r : ℝ)
    {σ τ : ι → ℝ} (hσ : ∀ i, 0 < σ i) (hτ : ∀ i, 0 < τ i)
    (h1 : ∀ i, σ i ≤ r * τ i) (h2 : ∀ i, τ i ≤ r * σ i) :
    |smearedSum w ε μ σ - smearedSum w ε μ τ| ≤
      (∑ i, |w i|) * (log r / √(2 * π * exp 1)) := by
  unfold smearedSum
  rw [← Finset.sum_sub_distrib, Finset.sum_mul]
  refine (Finset.abs_sum_le_sum_abs _ _).trans (Finset.sum_le_sum fun i _ => ?_)
  rw [← mul_sub, abs_mul]
  refine mul_le_mul_of_nonneg_left ?_ (abs_nonneg _)
  refine (occupation_width_stability (ε i - μ) (hσ i) (hτ i)).trans ?_
  have hr : 0 < r := by
    by_contra hn
    have hn' : 0 ≤ -r := by linarith [not_lt.mp hn]
    nlinarith [mul_nonneg hn' (hτ i).le, hσ i, h1 i]
  -- the logarithmic width mismatch is at most `log r`
  have hlog : |log (σ i / τ i)| ≤ log r := by
    have e1 := log_le_log (hσ i) (h1 i)
    have e2 := log_le_log (hτ i) (h2 i)
    rw [log_mul hr.ne' (hτ i).ne'] at e1
    rw [log_mul hr.ne' (hσ i).ne'] at e2
    rw [log_div (hσ i).ne' (hτ i).ne', abs_le]
    constructor <;> linarith
  exact div_le_div_of_nonneg_right hlog (sqrt_nonneg _)

end

end GaussianSmearingWidth
```

```lean
#print axioms GaussianSmearingWidth.occupation_width_stability
-- 'GaussianSmearingWidth.occupation_width_stability' depends on axioms: [propext, Classical.choice, Quot.sound]
#print axioms GaussianSmearingWidth.occupation_width_stability_sharp
-- 'GaussianSmearingWidth.occupation_width_stability_sharp' depends on axioms: [propext, Classical.choice, Quot.sound]
#print axioms GaussianSmearingWidth.smearedSum_width_stability
-- 'GaussianSmearingWidth.smearedSum_width_stability' depends on axioms: [propext, Classical.choice, Quot.sound]
```

## Three statements about the width

Let \(\delta(t)=\exp(-t^2)/\sqrt\pi\) (`gaussDelta`), \(f_0(x)=\int_x^\infty\delta(t)\,dt\) (`occupation`, an integral over `Ioi x`), and \(K=1/\sqrt{2\pi\exp(1)}\approx0.242\). The letter \(e\) is the energy offset, as in Lean; Euler's number is written \(\exp(1)\).

`occupation_width_stability`: for real \(e\) and widths \(a,b>0\),
\[|f_0(e/a)-f_0(e/b)|\le K\,|\log(a/b)|.\]
Doubling a width moves any occupation by at most \(K\log2\approx0.168\). Positivity matters formally too: Lean's `log` of a negative number is the logarithm of its absolute value, so \(b=-a\) would make the right side zero.

`occupation_width_stability_sharp`: any \(C\) that can replace \(K\) for all \(e,a,b\) satisfies \(K\le C\). This makes \(K\) the least uniform constant; it does not say that some pair \(a\ne b\) attains equality.

`smearedSum_width_stability`: let \(i\) run over a finite index type `ι`, with weights \(w_i\), energies \(\varepsilon_i\) and Fermi level \(\mu\), and set \(S(\sigma)=\sum_i w_i f_0((\varepsilon_i-\mu)/\sigma_i)\) (`smearedSum`). If positive widths \(\sigma_i,\tau_i\) and a real \(r\) obey \(\sigma_i\le r\tau_i\) and \(\tau_i\le r\sigma_i\) for every \(i\), then
\[|S(\sigma)-S(\tau)|\le\Big(\sum_i|w_i|\Big)K\log r.\]

## Levels, weights and a fixed Fermi level

A level of energy \(\varepsilon\) has offset \(e=\varepsilon-\mu\) and reduced energy \(x=e/\sigma\), and \(f_0\) falls with \(x\) as a smoothed step. The kernel has variance \(1/2\), so \(\sigma\) is \(\sqrt2\) times the standard deviation of the broadening in energy. The index \(i\) labels band and k-point pairs. The weights may have either sign: k-point weights with any spin factor make \(S\) the electron count, and the same weights multiplied by \(\varepsilon_i\) make it the band energy. The factor \(r\) caps the ratio, larger to smaller, of the two widths assigned to any one state, so \(r=1\) means identical widths.

For adaptive smearing, where each state has its own width, this bounds the effect of changing the assignment, for a finite sum with Gaussian kernel in which \(w_i\), \(\varepsilon_i\) and \(\mu\) are the same in both sums. Readjusting \(\mu\) to conserve the electron number, self-consistent shifts of the levels, the smearing entropy term and other kernels are not covered.

## The derivative in \(\log\sigma\) and its peak

Splitting the tail at zero gives \(f_0(y)=f_0(0)-\int_0^y\delta(t)\,dt\), so \(f_0'=-\delta\). In `occupation_hasDerivAt`, `hint` is integrability of \(\delta\); `key` writes the total integral as tail plus complement at \(y\) and at \(0\) and subtracts; continuity `hc` then admits the fundamental theorem of calculus.

Put \(\sigma=\exp u\). Then \(x=e/\exp u\) has \(dx/du=-x\) (`hin`), and the chain rule gives
\[\frac{d}{du}f_0(e/\exp u)=(-\delta(x))(-x)=x\,\delta(x),\]
which is `occupation_logWidth_hasDerivAt`. The width enters only through \(x\).

To bound \(x\delta(x)\), apply \(1+y\le\exp y\) at \(y=2x^2-1\), which gives \(2x^2\le\exp(2x^2-1)\) (`h1` in `response_le`). Multiplying by \(\exp(-2x^2)\exp(1)\) turns the right side into 1 (`h2`), so \(2x^2\exp(-2x^2)\exp(1)\le1\) (`h3`). Dividing by \(2\pi\exp(1)\),
\[(x\delta(x))^2=\frac{x^2\exp(-2x^2)}{\pi}\le\frac1{2\pi\exp(1)},\]
and `abs_le_sqrt` takes the root. At \(x^2=1/2\) the square equals \(\tfrac12\exp(-1)/\pi=K^2\), which `response_eq` computes as `hy`.

## From the derivative to finite changes

The function \(g(u)=f_0(e/\exp u)\) has \(|g'|\le K\) on the whole line, so the mean value inequality gives \(|g(\log a)-g(\log b)|\le K|\log a-\log b|\). This is `Convex.norm_image_sub_le_of_norm_hasDerivWithin_le` on `univ`; `exp_log` restores \(a\) and \(b\), and `log_div` merges the logarithms.

For the least constant, the choice \(e=0\), \(a=\exp(1)\), \(b=1\) gives \(0\le C\) (`hC`). Next take \(e=\sqrt{1/2}\), \(a=\exp u\), \(b=1\), so that \(|g(u)-g(0)|\le C|u|\). Dividing by \(|u|\) and letting \(u\to0\) gives \(|g'(0)|\le C\) (`le_of_lip'`), and \(|g'(0)|=K\) by `response_eq`.

For sums, the triangle inequality gives
\[|S(\sigma)-S(\tau)|\le\sum_i|w_i|\,\Big|f_0\Big(\frac{\varepsilon_i-\mu}{\sigma_i}\Big)-f_0\Big(\frac{\varepsilon_i-\mu}{\tau_i}\Big)\Big|\le\sum_i|w_i|\,K\,|\log(\sigma_i/\tau_i)|.\]
For a given \(i\), \(0<\sigma_i\le r\tau_i\) forces \(r>0\) (`hr`). Taking logarithms of the two hypotheses gives \(\log\sigma_i\le\log r+\log\tau_i\) and \(\log\tau_i\le\log r+\log\sigma_i\), which together read \(|\log(\sigma_i/\tau_i)|\le\log r\) (`hlog`). With no states, both sides are zero for any \(r\).

## A one-sided width condition fails

Reading "within a factor \(r\)" as \(\sigma_i\le r\tau_i\) alone bounds \(\log(\sigma_i/\tau_i)\) from above but not from below. One state with \(w_i=1\), \(\varepsilon_i\ne\mu\), \(\sigma_i=\tau_i/2\) and \(r=1\) would satisfy it; the claimed bound would be zero, while the two occupations differ because \(f_0\) is strictly decreasing. The hypothesis `h2` excludes this case by requiring \(r\ge2\).
